# The partition function of a free particle on a ring with flux is a cosine-weighted sum over winding numbers

The flux enters here as a boundary condition, not as a vector potential: the particle moves freely on a ring of circumference L, and its wavefunction picks up the phase exp(iφ) each time round. The partition function is defined as the sum of Boltzmann weights over the plane waves that obey this condition, one for each integer n. The winding numbers are then derived.

In units ħ = 1, with mass m, inverse temperature β and β, m, L > 0, the wavenumbers and energies are

k_n = (2πn + φ)/L,  E_n = k_n²/(2m),

and the identity for the partition function Z(φ) is

Z(φ) = Σ_n exp(−β(2πn + φ)²/(2mL²)) = L √(m/(2πβ)) Σ_w cos(wφ) exp(−mL²w²/(2β)),

where n and w run over all integers. To restore ħ, replace β by βħ² on both sides.

## Twisted boundaries, periodic images and the choice of sum in a code

For a single non-interacting particle, the identity links two ways in which a simulation can treat a periodic cell: momentum modes, or paths that close up to w circuits.

**Flux by reweighting.** Dividing the identity by its value at φ = 0 gives Z(φ)/Z(0) as the average of cos(wφ), with w drawn with probability proportional to exp(−mL²w²/(2β)). A code that samples windings at zero flux can therefore estimate the effect of a twist. At low temperature and φ near π the cosines nearly cancel, and the estimate becomes noisy.

**Links between beads.** For one imaginary-time step τ, the periodic free propagator is a sum over images. If the code keeps only the nearest image, at displacement d with |d| ≤ L/2, the largest weight it drops is the one it keeps times the factor exp(−mL(L − 2|d|)/(2τ)). This is negligible for short steps unless |d| is close to L/2.

**Choosing the faster sum.** Put A = mL²/(2πβ) and reduce φ to [−π, π]. The winding weights are exp(−πAw²) and the mode weights are exp(−π(n + φ/2π)²/A), so use windings for A ≥ 1 and modes for A < 1. Terms up to |w| = 3 or |n| = 3 then suffice for double precision. At A = 1 and φ = π both sides equal 0.91358 to five digits, which makes a quick check of an implementation.

## From modes to windings by Poisson summation

The mode ψ_n(x) = exp(ik_n x) satisfies

ψ_n(x + L) = exp(i(2πn + φ)) ψ_n(x) = exp(iφ) ψ_n(x),

and two derivatives give −ψ_n″ = k_n² ψ_n = 2mE_n ψ_n. Its normalised form is ψ_n/√L, so the thermal kernel on the ring, with d = x − y, is

K_ring(x, y) = (1/L) Σ_n exp(−βk_n²/(2m) + ik_n d).

This series converges absolutely. For any c > 0 and real s, (n + s)² ≥ n²/2 − s² ≥ |n|/2 − s², so exp(−c(n + s)²) is bounded by a geometric sequence in |n|. The same bound covers the winding sum.

Poisson summation states Σ_n f(n) = Σ_w ∫ f(u) exp(2πiwu) du. Substitute k = (2πu + φ)/L, so that du = L dk/(2π) and 2πu = kL − φ:

K_ring(x, y) = Σ_w exp(−iwφ) (1/2π) ∫ exp(−βk²/(2m) + ik(d + wL)) dk.

With D = d + wL, completing the square gives

−βk²/(2m) + ikD = −(β/(2m)) (k − imD/β)² − mD²/(2β).

The remaining Gaussian integral is √(2πm/β), and division by 2π leaves √(m/(2πβ)). Hence

K_ring(x, y) = Σ_w exp(−iwφ) K(x − y + wL),  K(D) = √(m/(2πβ)) exp(−mD²/(2β)).

At x = y = 0 the left side is Z(φ)/L, which is real. Taking real parts turns exp(−iwφ) into cos(wφ), and multiplication by L gives the identity.

Finally, cos(wφ) ≤ 1 for every w, so no term exceeds its value at φ = 0. If φ is not an integer multiple of 2π, then cos φ < 1 and the term w = 1 is strictly smaller. Therefore Z(φ) < Z(0), and the free energy −ln Z/β of this single particle is higher than at zero flux.

## The Lean file

```lean
import Mathlib

open Complex (I)
open scoped Real ComplexConjugate

namespace RingWinding

noncomputable section

/-- Wavenumber of mode `n` on a ring of circumference `L ≠ 0` with flux phase `φ`. -/
def wavenumber (L φ : ℝ) (n : ℤ) : ℝ := (2 * π * n + φ) / L

/-- Kinetic energy of mode `n` for mass `m ≠ 0` and circumference `L ≠ 0`, with `ħ = 1`. -/
def energy (m L φ : ℝ) (n : ℤ) : ℝ := wavenumber L φ n ^ 2 / (2 * m)

/-- The plane wave of mode `n` on a ring of circumference `L ≠ 0`, not normalised. -/
def mode (L φ : ℝ) (n : ℤ) (x : ℝ) : ℂ := Complex.exp (I * wavenumber L φ n * x)

/-- Partition function at inverse temperature `β`: the sum of Boltzmann weights over all modes,
for `β, m, L > 0`. -/
def partitionFunction (β m L φ : ℝ) : ℝ := ∑' n : ℤ, Real.exp (-(β * energy m L φ n))

/-- Imaginary-time kernel of a free particle on the line for displacement `d`,
for `β, m > 0`. -/
def freeKernel (β m d : ℝ) : ℝ :=
  √(m / (2 * π * β)) * Real.exp (-(m * d ^ 2 / (2 * β)))

/-- Thermal kernel on the ring as a sum over modes, for `β, m, L > 0`. -/
def ringKernel (β m L φ x y : ℝ) : ℂ :=
  1 / (L : ℂ) * ∑' n : ℤ, (Real.exp (-(β * energy m L φ n)) : ℂ) *
    (mode L φ n x * conj (mode L φ n y))

/-- Carried once around a ring of nonzero circumference, each mode acquires the flux phase. -/
theorem mode_twisted {L : ℝ} (hL : L ≠ 0) (φ : ℝ) (n : ℤ) (x : ℝ) :
    mode L φ n (x + L) = Complex.exp (I * φ) * mode L φ n x := by
  have hLc : (L : ℂ) ≠ 0 := by exact_mod_cast hL
  have e : I * (wavenumber L φ n : ℂ) * ((x + L : ℝ) : ℂ)
      = n * (2 * π * I) + (I * φ + I * wavenumber L φ n * x) := by
    simp only [wavenumber]
    push_cast
    field_simp
    ring
  rw [mode, e, Complex.exp_add, Complex.exp_int_mul_two_pi_mul_I, one_mul, Complex.exp_add, mode]

/-- Each mode solves the free stationary Schrödinger equation `-ψ'' = 2 m E ψ` with its
kinetic energy, for nonzero mass. -/
theorem mode_schrodinger {m : ℝ} (hm : m ≠ 0) (L φ : ℝ) (n : ℤ) (x : ℝ) :
    -deriv (deriv (mode L φ n)) x = 2 * m * energy m L φ n * mode L φ n x := by
  have hd : ∀ y : ℝ, HasDerivAt (mode L φ n) (I * wavenumber L φ n * mode L φ n y) y := by
    intro y
    have h := (((hasDerivAt_id y).ofReal_comp).const_mul (I * (wavenumber L φ n : ℂ))).cexp
    refine HasDerivAt.congr_deriv (f := mode L φ n) h ?_
    simp only [mode, id, Complex.ofReal_one]
    ring
  have h1 : deriv (mode L φ n) = fun y => I * wavenumber L φ n * mode L φ n y :=
    funext fun y => (hd y).deriv
  have hE : 2 * m * energy m L φ n = wavenumber L φ n ^ 2 := by
    rw [energy]
    field_simp
  have hEc : (2 * m * energy m L φ n : ℂ) = (wavenumber L φ n : ℂ) ^ 2 := by exact_mod_cast hE
  rw [h1, ((hd x).const_mul _).deriv]
  linear_combination (-((wavenumber L φ n : ℂ) ^ 2 * mode L φ n x)) * Complex.I_sq
    - mode L φ n x * hEc

/-- A Gaussian of positive exponent `c`, sampled at shifted integers, is summable. -/
theorem summable_gaussian {c : ℝ} (hc : 0 < c) (s : ℝ) :
    Summable fun n : ℤ => Real.exp (-(c * (n + s) ^ 2)) := by
  have him : 0 < (I * ((c / π : ℝ) : ℂ)).im := by
    rw [Complex.I_mul_im, Complex.ofReal_re]
    positivity
  -- compare with the terms of the Jacobi theta series
  have h := ((summable_jacobiTheta₂_term_iff (I * ((c * s / π : ℝ) : ℂ)) _).mpr him).norm.mul_left
    (Real.exp (-(c * s ^ 2)))
  refine (summable_congr fun n => ?_).mpr h
  have hpi : (π : ℂ) ≠ 0 := by exact_mod_cast Real.pi_ne_zero
  have e : 2 * π * I * n * (I * ((c * s / π : ℝ) : ℂ)) + π * I * n ^ 2 * (I * ((c / π : ℝ) : ℂ))
      = ((-(2 * c * s * n + c * n ^ 2) : ℝ) : ℂ) := by
    push_cast
    field_simp
    linear_combination (c * n * (2 * s + n) : ℂ) * Complex.I_sq
  rw [jacobiTheta₂_term, e, Complex.norm_exp, Complex.ofReal_re, ← Real.exp_add]
  congr 1
  ring

/-- The Boltzmann weights of the ring are summable for positive `β`, `m` and `L`. -/
theorem summable_boltzmann {β m L : ℝ} (hβ : 0 < β) (hm : 0 < m) (hL : 0 < L) (φ : ℝ) :
    Summable fun n : ℤ => Real.exp (-(β * energy m L φ n)) := by
  have hc : 0 < β * (2 * π) ^ 2 / (2 * m * L ^ 2) := by positivity
  refine (summable_congr fun n => ?_).mpr (summable_gaussian hc (φ / (2 * π)))
  congr 2
  rw [energy, wavenumber]
  field_simp

/-- The Gaussian weights of the winding numbers are summable for positive `β`, `m` and `L`. -/
theorem summable_winding {β m L : ℝ} (hβ : 0 < β) (hm : 0 < m) (hL : 0 < L) :
    Summable fun w : ℤ => Real.exp (-(m * L ^ 2 * w ^ 2 / (2 * β))) := by
  have hc : 0 < m * L ^ 2 / (2 * β) := by positivity
  refine (summable_congr fun w => ?_).mpr (summable_gaussian hc 0)
  congr 2
  ring

/-- For positive `β`, `m` and `L`, the thermal kernel on the ring is the sum over winding numbers
of free-particle kernels, each weighted by its flux phase. -/
theorem ringKernel_eq_winding_sum {β m L : ℝ} (hβ : 0 < β) (hm : 0 < m) (hL : 0 < L)
    (φ x y : ℝ) :
    ringKernel β m L φ x y =
      ∑' w : ℤ, Complex.exp (-(I * w * φ)) * (freeKernel β m (x - y + w * L) : ℂ) := by
  have hβc : (β : ℂ) ≠ 0 := by exact_mod_cast hβ.ne'
  have hmc : (m : ℂ) ≠ 0 := by exact_mod_cast hm.ne'
  have hLc : (L : ℂ) ≠ 0 := by exact_mod_cast hL.ne'
  have hpi : (π : ℂ) ≠ 0 := by exact_mod_cast Real.pi_ne_zero
  obtain ⟨A, hA⟩ : ∃ A : ℝ, A = L ^ 2 * (m / (2 * π * β)) := ⟨_, rfl⟩
  have hA0 : 0 < A := by rw [hA]; positivity
  have hAc : (A : ℂ) = L ^ 2 * (m / (2 * π * β)) := by rw [hA]; push_cast; rfl
  obtain ⟨b, hb⟩ : ∃ b : ℂ, b = -(I * φ + m * (x - y) * L / β) / (2 * π) := ⟨_, rfl⟩
  have hIb : I * b = (φ - I * (m * (x - y) * L / β)) / (2 * π) := by
    rw [hb]
    linear_combination (-(φ : ℂ) / (2 * π)) * Complex.I_sq
  have hs : ((√(m / (2 * π * β)) : ℝ) : ℂ) ≠ 0 := by
    exact_mod_cast (Real.sqrt_pos.mpr (by positivity : 0 < m / (2 * π * β))).ne'
  have hroot : (A : ℂ) ^ (1 / 2 : ℂ) = L * ((√(m / (2 * π * β)) : ℝ) : ℂ) := by
    have h1 : √A = L * √(m / (2 * π * β)) := by
      rw [hA, Real.sqrt_mul (sq_nonneg L), Real.sqrt_sq hL.le]
    rw [← Complex.ofReal_mul, ← h1, Real.sqrt_eq_rpow, Complex.ofReal_cpow hA0.le]
    norm_num
  -- expand the square in each winding term
  have h1 : ∀ w : ℤ, Complex.exp (-(I * w * φ)) * (freeKernel β m (x - y + w * L) : ℂ)
      = ((√(m / (2 * π * β)) : ℝ) : ℂ) * Complex.exp (-(m * (x - y) ^ 2 / (2 * β))) *
        Complex.exp (-π * A * (w : ℂ) ^ 2 + 2 * π * b * w) := by
    intro w
    rw [freeKernel, Complex.ofReal_mul, Complex.ofReal_exp, mul_left_comm,
      mul_assoc ((√(m / (2 * π * β)) : ℝ) : ℂ), ← Complex.exp_add, ← Complex.exp_add]
    congr 2
    rw [hAc, hb]
    push_cast
    field_simp
    ring
  -- complete the square in the mode sum
  have h2 : ∀ n : ℤ, (Real.exp (-(β * energy m L φ n)) : ℂ) *
      (mode L φ n x * conj (mode L φ n y))
      = Complex.exp (-(m * (x - y) ^ 2 / (2 * β))) *
        Complex.exp (-π / A * (n + I * b) ^ 2) := by
    intro n
    have hc : conj (mode L φ n y) = Complex.exp (-(I * wavenumber L φ n * y)) := by
      rw [mode, ← Complex.exp_conj]
      simp
    rw [hc, mode, Complex.ofReal_exp, ← Complex.exp_add, ← Complex.exp_add, ← Complex.exp_add]
    congr 1
    rw [hIb, hAc, energy, wavenumber]
    push_cast
    linear_combination (norm := (field_simp; ring))
      (m * (x - y) ^ 2 / (2 * β) : ℂ) * Complex.I_sq
  -- Poisson summation exchanges modes and windings
  have hP := Complex.tsum_exp_neg_quadratic (a := (A : ℂ)) (by simpa using hA0) b
  rw [ringKernel, tsum_congr h2, tsum_mul_left, tsum_congr h1, tsum_mul_left, hP, hroot]
  field_simp

/-- For positive `β`, `m` and `L`, the partition function of the ring is a sum over winding
numbers in which the flux enters only through cosines. -/
theorem partitionFunction_eq_winding_sum {β m L : ℝ} (hβ : 0 < β) (hm : 0 < m) (hL : 0 < L)
    (φ : ℝ) :
    partitionFunction β m L φ = L * √(m / (2 * π * β)) *
      ∑' w : ℤ, Real.cos (w * φ) * Real.exp (-(m * L ^ 2 * w ^ 2 / (2 * β))) := by
  have hK : ∀ w : ℤ, freeKernel β m (0 - 0 + w * L)
      = √(m / (2 * π * β)) * Real.exp (-(m * L ^ 2 * w ^ 2 / (2 * β))) := by
    intro w
    rw [freeKernel]
    congr 3
    ring
  have hsum : Summable fun w : ℤ =>
      Complex.exp (-(I * w * φ)) * (freeKernel β m (0 - 0 + w * L) : ℂ) := by
    refine Summable.of_norm ((summable_congr fun w => ?_).mpr
      ((summable_winding hβ hm hL).mul_left √(m / (2 * π * β))))
    rw [norm_mul, Complex.norm_exp, Complex.norm_real, hK, Real.norm_of_nonneg (by positivity)]
    simp
  have hZ : ringKernel β m L φ 0 0 = ((1 / L * partitionFunction β m L φ : ℝ) : ℂ) := by
    rw [ringKernel, partitionFunction, Complex.ofReal_mul, Complex.ofReal_tsum]
    simp [mode]
  -- the real part of each winding phase is a cosine
  have hre : ∀ w : ℤ,
      Complex.reCLM (Complex.exp (-(I * w * φ)) * (freeKernel β m (0 - 0 + w * L) : ℂ))
      = √(m / (2 * π * β)) *
        (Real.cos (w * φ) * Real.exp (-(m * L ^ 2 * w ^ 2 / (2 * β)))) := by
    intro w
    rw [Complex.reCLM_apply, Complex.re_mul_ofReal, hK, Complex.exp_re]
    simp
    ring
  have h := congrArg Complex.reCLM (ringKernel_eq_winding_sum hβ hm hL φ 0 0)
  rw [hZ, Complex.reCLM.map_tsum hsum, tsum_congr hre, tsum_mul_left, Complex.reCLM_apply,
    Complex.ofReal_re] at h
  rw [mul_assoc, ← h]
  field_simp

/-- For positive `β`, `m` and `L`, a flux phase that is not an integer multiple of `2π` makes the
partition function strictly smaller than at zero flux. -/
theorem partitionFunction_lt_zero_flux {β m L φ : ℝ} (hβ : 0 < β) (hm : 0 < m) (hL : 0 < L)
    (hφ : ∀ k : ℤ, φ ≠ k * (2 * π)) :
    partitionFunction β m L φ < partitionFunction β m L 0 := by
  have hw := summable_winding hβ hm hL
  have hs : ∀ θ : ℝ, Summable fun w : ℤ =>
      Real.cos (w * θ) * Real.exp (-(m * L ^ 2 * w ^ 2 / (2 * β))) := by
    intro θ
    refine Summable.of_norm (Summable.of_nonneg_of_le (fun w => norm_nonneg _) (fun w => ?_) hw)
    rw [norm_mul, Real.norm_eq_abs, Real.norm_of_nonneg (Real.exp_pos _).le]
    exact mul_le_of_le_one_left (Real.exp_pos _).le (Real.abs_cos_le_one _)
  have hcos : Real.cos φ < 1 := by
    refine lt_of_le_of_ne (Real.cos_le_one φ) fun h => ?_
    obtain ⟨k, hk⟩ := (Real.cos_eq_one_iff φ).mp h
    exact hφ k hk.symm
  rw [partitionFunction_eq_winding_sum hβ hm hL, partitionFunction_eq_winding_sum hβ hm hL]
  refine mul_lt_mul_of_pos_left ?_ (by positivity)
  -- no winding term grows, and the term of a single winding is strictly reduced
  refine Summable.tsum_lt_tsum (i := (1 : ℤ)) (fun w => ?_) ?_ (hs φ) (hs 0)
  · rw [mul_zero, Real.cos_zero]
    exact mul_le_mul_of_nonneg_right (Real.cos_le_one _) (Real.exp_pos _).le
  · rw [mul_zero, Real.cos_zero, Int.cast_one, one_mul φ]
    exact mul_lt_mul_of_pos_right hcos (Real.exp_pos _)

end

end RingWinding
```

```lean
#print axioms RingWinding.mode_schrodinger
-- 'RingWinding.mode_schrodinger' depends on axioms: [propext, Classical.choice, Quot.sound]
#print axioms RingWinding.summable_boltzmann
-- 'RingWinding.summable_boltzmann' depends on axioms: [propext, Classical.choice, Quot.sound]
#print axioms RingWinding.partitionFunction_eq_winding_sum
-- 'RingWinding.partitionFunction_eq_winding_sum' depends on axioms: [propext, Classical.choice, Quot.sound]
#print axioms RingWinding.partitionFunction_lt_zero_flux
-- 'RingWinding.partitionFunction_lt_zero_flux' depends on axioms: [propext, Classical.choice, Quot.sound]
```

## What the definitions and theorems say

`wavenumber`, `energy` and `partitionFunction` are k_n, E_n and Z(φ), with real parameters and a sum `∑'` over all of ℤ. `mode` is the unnormalised plane wave; the factor 1/L in `ringKernel` supplies the normalisation. `freeKernel` is K as a function of displacement.

`ringKernel_eq_winding_sum` states the kernel identity for all real φ, x and y. It fixes the sign convention: the phase exp(−iwφ) belongs to the displacement x − y + wL. `partitionFunction_eq_winding_sum` is the cosine formula, and `partitionFunction_lt_zero_flux` is the strict inequality, where the hypothesis `hφ` excludes every integer multiple of 2π. All three assume β, m and L positive.

Lean assigns the value zero to a divergent `∑'`, so `summable_boltzmann` and `summable_winding` matter: they show that the partition function and the winding weights are genuine convergent sums.

## How Lean reaches the winding sum

`mode_twisted` splits the exponent and uses exp(2πin) = 1. `mode_schrodinger` differentiates the plane wave twice. `summable_gaussian` replaces the geometric bound by a comparison with the Jacobi theta series, whose convergence Mathlib already provides.

The kernel theorem uses Mathlib's Poisson formula for Gaussians, `Complex.tsum_exp_neg_quadratic`, which reads

Σ_w exp(−πAw² + 2πbw) = A^(−1/2) Σ_n exp(−(π/A)(n + ib)²).

Here A is the ratio defined above and b = −(iφ + m(x − y)L/β)/(2π). The step `h1` brings each winding term to the form on the left, and `h2` brings each mode term to the form on the right; both leave the same factor exp(−m(x − y)²/(2β)). The step `hroot` evaluates the square root of A as L √(m/(2πβ)), which accounts for the prefactors. The Fourier integral done by hand is thus contained in the Mathlib formula.

For the partition function, `hZ` identifies the kernel at the origin with Z(φ)/L, `hsum` allows the real part to be taken term by term, and `hre` produces the cosines. The inequality compares the two winding sums termwise with `Summable.tsum_lt_tsum`, with the strict decrease at w = 1.

## An identity between two sums, with the path integral left implicit

The identity holds with no truncation and no restriction on temperature, for one free particle in one dimension. Interactions, external potentials and particle exchange are absent from the model.

The modes are shown to obey the boundary condition and the Schrödinger equation, but their completeness is not proved, so the step from Z(φ) to the trace of exp(−βH), with H the Hamiltonian on the ring, rests on standard quantum mechanics. Likewise, `freeKernel` is introduced as a Gaussian and not obtained from a sum over paths; reading w as the number of circuits of a path is the physical interpretation of the formula. Floating-point error and sampling error in a code need their own analysis.
